# Acoustic sum rule and symmetric virial tensor for a finite cluster with pair potentials

## Energy, force constants and strain

Let $N$ atoms sit at distinct positions $x_i\in\mathbb R^3$. Write $r_{ij}=x_i-x_j$ and $s_{ij}=|r_{ij}|^2$. The energy is

$$E(x)=\sum_{i<j} g_{ij}(s_{ij}),$$

where each pair function $g_{ij}$ takes the squared distance as its argument, and $g_{ij}'$ is the derivative with respect to that argument. Indices $i,j$ label atoms and $a,b$ label Cartesian axes. The force constants and the virial tensor are

$$\Phi_{ia,jb}=\frac{\partial^2E}{\partial x_{ia}\,\partial x_{jb}},\qquad
W_{ab}=\sum_{i<j}2g_{ij}'(s_{ij})\,(r_{ij})_a(r_{ij})_b .$$

$W$ is a stress times a volume, with tension counted as positive. The force on atom $i$ from atom $j$ is $f_{ij}=-2g_{ij}'(s_{ij})\,r_{ij}$, so a virial defined as $\sum_{i<j}(r_{ij})_a(f_{ij})_b$ equals $-W_{ab}$. A homogeneous strain with real $3\times3$ matrix $M$ moves each $x_i$ to $(1+tM)x_i$.

If every $g_{ij}$ is twice continuously differentiable on $(0,\infty)$, then $\Phi_{ia,jb}=\Phi_{jb,ia}$ and $\sum_j\Phi_{ia,jb}=0$. If every $g_{ij}$ is differentiable there, then

$$\left.\frac{d}{dt}E((1+tM)x)\right|_{0}=\sum_{i<j}2g_{ij}'(s_{ij})\langle r_{ij},Mr_{ij}\rangle=\sum_{a,b}W_{ab}M_{ab}.$$

Nothing is required of $g_{ij}$ at zero, so the London law is admitted. The atoms need not be in equilibrium.

## Derivation from translations and strains

**Sum rule.** Since the atoms are distinct, every $s_{ij}$ is positive, and $E$ is twice continuously differentiable near $x$. Shifting all atoms by $c$ leaves every $r_{ij}$, and hence $E$, unchanged. The gradient is therefore unchanged too:

$$\frac{\partial E}{\partial x_{ia}}(x_1+c,\dots,x_N+c)=\frac{\partial E}{\partial x_{ia}}(x_1,\dots,x_N).$$

Put $c=te_b$, with $e_b$ the unit vector along axis $b$, and differentiate at $t=0$. The chain rule gives $\sum_j\Phi_{jb,ia}=0$. Second derivatives commute, so $\sum_j\Phi_{ia,jb}=0$.

**Strain.** The separation becomes $r_{ij}+tMr_{ij}$, and its square is

$$s_{ij}(t)=s_{ij}+2t\langle r_{ij},Mr_{ij}\rangle+t^2|Mr_{ij}|^2 .$$

Its slope at $t=0$ is $2\langle r_{ij},Mr_{ij}\rangle$. Multiplying by $g_{ij}'(s_{ij})$ and summing over pairs gives the first form of the rate. Inserting $\langle r,Mr\rangle=\sum_{a,b}r_aM_{ab}r_b$ gives the second. $W$ is symmetric because $r_ar_b=r_br_a$.

**Two special strains.** If $M^{\mathsf T}=-M$, then $\langle r,Mr\rangle=\langle M^{\mathsf T}r,r\rangle=-\langle r,Mr\rangle$, so the rate is zero. For the London law $g_{ij}(s)=-C_{ij}/s^3$ we have $g_{ij}'(s)=3C_{ij}/s^4$. With $M=1$ each pair contributes $2\cdot(3C_{ij}/s_{ij}^4)\cdot s_{ij}=6C_{ij}/s_{ij}^3=-6g_{ij}(s_{ij})$, and the total is $-6E$.

For a finite cluster with pairwise-additive forces, these identities provide checks on computed force constants and on the configurational part of the stress in a simulation.

## The model in Lean

```lean
import Mathlib

open Matrix

namespace PairPotentialLattice

noncomputable section
```

A configuration assigns three real coordinates to each atom.

```lean
/-- The positions of `N` atoms in three-dimensional space. -/
abbrev Config (N : ℕ) := Fin N → Fin 3 → ℝ

variable {N : ℕ}

/-- The separation vector `r_ij = x_i - x_j`. -/
def sep (x : Config N) (i j : Fin N) : Fin 3 → ℝ := x i - x j
```

`Finset.Ioi i` is the set of indices above `i`, so each pair is counted once. The dot product makes the squared distance Euclidean.

```lean
/-- The pair energy: the sum over `i < j` of `g_ij` at the squared distance of the atoms. -/
def energy (g : Fin N → Fin N → ℝ → ℝ) (x : Config N) : ℝ :=
  ∑ i, ∑ j ∈ Finset.Ioi i, g i j (sep x i j ⬝ᵥ sep x i j)
```

`disp i a` moves atom `i` by one unit along axis `a` and leaves the others in place.

```lean
/-- The unit displacement of atom `i` along the Cartesian axis `a`. -/
def disp (i : Fin N) (a : Fin 3) : Config N := Pi.single i (Pi.single a 1)
```

The force constant is the second Fréchet derivative applied to two such displacements. Lean's `fderiv` is zero where no derivative exists; the smoothness result below ensures that a true second derivative is meant.

```lean
/-- The force constant: the second derivative of the energy with respect to
coordinate `a` of atom `i` and coordinate `b` of atom `j`. -/
def forceConst (g : Fin N → Fin N → ℝ → ℝ) (x : Config N)
    (i : Fin N) (a : Fin 3) (j : Fin N) (b : Fin 3) : ℝ :=
  fderiv ℝ (fderiv ℝ (energy g)) x (disp i a) (disp j b)

/-- The homogeneously strained configuration `(1 + t M) x`. -/
def strain (M : Matrix (Fin 3) (Fin 3) ℝ) (t : ℝ) (x : Config N) : Config N :=
  fun i => x i + t • (M *ᵥ x i)
```

The virial tensor is not divided by a volume, and it has no kinetic part.

```lean
/-- The virial tensor, the sum over pairs of `2 g_ij' r_a r_b` (stress times volume). -/
def virialStress (g : Fin N → Fin N → ℝ → ℝ) (x : Config N) : Matrix (Fin 3) (Fin 3) ℝ :=
  Matrix.of fun a b => ∑ i, ∑ j ∈ Finset.Ioi i,
    2 * deriv (g i j) (sep x i j ⬝ᵥ sep x i j) * (sep x i j a * sep x i j b)
```

The constants $C_{ij}$ stand for the strength of the dispersion attraction between two atoms, which comes from their correlated charge fluctuations. They are given numbers here, not derived from electronic structure, and damping at short range and retardation at long range are left out.

```lean
/-- The London pair energy `-C_ij / r^6` as a function of `s = r^2`, for `s ≠ 0`; it is attractive
if `C_ij > 0`. -/
def london (C : Fin N → Fin N → ℝ) : Fin N → Fin N → ℝ → ℝ :=
  fun i j s => -C i j / s ^ 3
```

The model has no periodic images, infinite lattice sums or many-body terms. The sum rule is accordingly a statement about the force constants of a cluster, not about the phonon branches of a crystal.

## Translation invariance and the sum rule

Distinct positions are expressed by `Function.Injective x`. A nonzero separation has a nonzero dot product with itself, and a sum of squares is nonnegative.

```lean
/-- If all atoms are at distinct positions, two different atoms have a positive squared distance. -/
theorem sqDist_pos {x : Config N} (hx : Function.Injective x) {i j : Fin N} (hij : i ≠ j) :
    0 < sep x i j ⬝ᵥ sep x i j := by
  have h : sep x i j ≠ 0 := sub_ne_zero.mpr (hx.ne hij)
  have h0 : 0 ≤ sep x i j ⬝ᵥ sep x i j := Finset.sum_nonneg fun k _ => mul_self_nonneg _
  exact lt_of_le_of_ne h0 (Ne.symm (mt dotProduct_self_eq_zero.mp h))
```

The common shift cancels in every separation.

```lean
/-- The pair energy is unchanged when all atoms are shifted by the same vector. -/
theorem energy_translate (g : Fin N → Fin N → ℝ → ℝ) (y : Config N) (c : Fin 3 → ℝ) :
    energy g (y + fun _ => c) = energy g y := by
  simp only [energy, sep, Pi.add_apply, add_sub_add_right_eq_sub]
```

The next lemma is the differentiation along $te_b$. The single-atom displacements add up to a rigid translation, so linearity turns the sum of derivatives into one directional derivative. That is the derivative of a constant function. The target space `G` is general, which lets the lemma apply to the gradient as well as to the energy.

```lean
/-- If a quantity is invariant under rigid translations and differentiable at `x`, its
derivatives at `x` along one axis, summed over all atoms, vanish. -/
theorem sum_fderiv_disp {G : Type*} [NormedAddCommGroup G] [NormedSpace ℝ G]
    {F : Config N → G} {x : Config N} (hF : ∀ y (c : Fin 3 → ℝ), F (y + fun _ => c) = F y)
    (hd : DifferentiableAt ℝ F x) (a : Fin 3) :
    ∑ i, fderiv ℝ F x (disp i a) = 0 := by
  -- the displacements add up to a rigid translation
  have hT : ∑ i : Fin N, disp i a = fun _ => Pi.single a 1 :=
    Finset.univ_sum_single (fun _ : Fin N => (Pi.single a 1 : Fin 3 → ℝ))
  rw [← map_sum, hT]
  have h1 : HasDerivAt (fun t : ℝ => F (x + t • (fun _ => Pi.single a 1 : Config N)))
      (fderiv ℝ F x (fun _ => Pi.single a 1)) 0 :=
    hd.hasFDerivAt.hasLineDerivAt _
  have h2 : (fun t : ℝ => F (x + t • (fun _ => Pi.single a 1 : Config N))) = fun _ => F x :=
    funext fun t => hF x (t • Pi.single a 1)
  rw [h2] at h1
  exact h1.unique (hasDerivAt_const 0 (F x))
```

For smoothness, the squared distance is a polynomial in the coordinates, and it is composed with a pair function that is smooth near a positive argument.

```lean
/-- If the pair functions are twice continuously differentiable at positive argument and no two
atoms coincide in `x`, the energy is twice continuously differentiable at `x`. -/
theorem energy_contDiffAt {g : Fin N → Fin N → ℝ → ℝ} {x : Config N}
    (hg : ∀ i j, i < j → ContDiffOn ℝ 2 (g i j) (Set.Ioi 0)) (hx : Function.Injective x) :
    ContDiffAt ℝ 2 (energy g) x := by
  unfold energy
  refine ContDiffAt.sum fun i _ => ContDiffAt.sum fun j hj => ?_
  have hij : i < j := Finset.mem_Ioi.mp hj
  have hs : ContDiffAt ℝ 2 (fun y : Config N => sep y i j ⬝ᵥ sep y i j) x := by
    simp only [sep, dotProduct, Pi.sub_apply]
    fun_prop
  exact ((hg i j hij).contDiffAt (Ioi_mem_nhds (sqDist_pos hx hij.ne))).comp x hs
```

Continuous second derivatives commute.

```lean
/-- For pair functions twice continuously differentiable at positive argument and atoms at
distinct positions, the force constants are symmetric. -/
theorem forceConst_symm {g : Fin N → Fin N → ℝ → ℝ} {x : Config N}
    (hg : ∀ i j, i < j → ContDiffOn ℝ 2 (g i j) (Set.Ioi 0)) (hx : Function.Injective x)
    (i : Fin N) (a : Fin 3) (j : Fin N) (b : Fin 3) :
    forceConst g x i a j b = forceConst g x j b i a :=
  ((energy_contDiffAt hg hx).isSymmSndFDerivAt (by simp)) _ _
```

In the sum rule, `hinv` carries translation invariance from the energy to its gradient, and `hd` says that the gradient is differentiable at `x`. The general lemma then gives the sum over the first atom index, and `forceConst_symm` moves it to the second.

```lean
/-- Acoustic sum rule: for pair functions twice continuously differentiable at positive argument and
atoms at distinct positions, the force constants summed over the second atom, with the first atom
and both axes fixed, vanish. -/
theorem acoustic_sum_rule {g : Fin N → Fin N → ℝ → ℝ} {x : Config N}
    (hg : ∀ i j, i < j → ContDiffOn ℝ 2 (g i j) (Set.Ioi 0)) (hx : Function.Injective x)
    (i : Fin N) (a b : Fin 3) :
    ∑ j, forceConst g x i a j b = 0 := by
  -- the gradient of the energy is itself translation invariant
  have hinv : ∀ (y : Config N) (c : Fin 3 → ℝ),
      fderiv ℝ (energy g) (y + fun _ => c) = fderiv ℝ (energy g) y := by
    intro y c
    have h := fderiv_comp_add_right (𝕜 := ℝ) (f := energy g) (x := y) (fun _ => c)
    simp only [energy_translate] at h
    exact h.symm
  have hd : DifferentiableAt ℝ (fderiv ℝ (energy g)) x :=
    ((energy_contDiffAt hg hx).fderiv_right (m := 1) one_add_one_eq_two.le).differentiableAt
      (by simp)
  have h := DFunLike.congr_fun (sum_fderiv_disp hinv hd b) (disp i a)
  rw [Finset.sum_congr rfl fun j _ => forceConst_symm hg hx i a j b]
  simpa [forceConst] using h
```

## Strain derivatives and the virial tensor

The pair formula needs only differentiability at positive argument. `hsep` is the strained separation, `key` is the quadratic polynomial $s_{ij}(t)$, and `hs` is its slope at zero. The chain rule finishes each pair.

```lean
/-- For pair functions differentiable at positive argument and atoms at distinct positions,
the energy changes under the strain `1 + t M` at the rate `∑ 2 g_ij' ⟨r_ij, M r_ij⟩` at `t = 0`. -/
theorem hasDerivAt_strain {g : Fin N → Fin N → ℝ → ℝ} {x : Config N}
    (hg : ∀ i j, i < j → DifferentiableOn ℝ (g i j) (Set.Ioi 0)) (hx : Function.Injective x)
    (M : Matrix (Fin 3) (Fin 3) ℝ) :
    HasDerivAt (fun t => energy g (strain M t x))
      (∑ i, ∑ j ∈ Finset.Ioi i, 2 * deriv (g i j) (sep x i j ⬝ᵥ sep x i j) *
        (sep x i j ⬝ᵥ M *ᵥ sep x i j)) 0 := by
  unfold energy
  refine HasDerivAt.fun_sum fun i _ => HasDerivAt.fun_sum fun j hj => ?_
  have hij : i < j := Finset.mem_Ioi.mp hj
  have hsep : ∀ t, sep (strain M t x) i j = sep x i j + t • (M *ᵥ sep x i j) := by
    intro t
    simp only [sep, strain, Matrix.mulVec_sub]
    module
  have hpos := sqDist_pos hx hij.ne
  generalize sep x i j = r at hsep hpos ⊢
  -- the squared distance is a quadratic polynomial in the strain parameter
  have key : ∀ t, sep (strain M t x) i j ⬝ᵥ sep (strain M t x) i j =
      r ⬝ᵥ r + (t * (2 * (r ⬝ᵥ M *ᵥ r)) + t ^ 2 * ((M *ᵥ r) ⬝ᵥ (M *ᵥ r))) := by
    intro t
    rw [hsep]
    simp only [add_dotProduct, dotProduct_add, smul_dotProduct, dotProduct_smul, smul_eq_mul]
    rw [dotProduct_comm (M *ᵥ r) r]
    ring
  simp only [key]
  have hs : HasDerivAt (fun t : ℝ => r ⬝ᵥ r +
      (t * (2 * (r ⬝ᵥ M *ᵥ r)) + t ^ 2 * ((M *ᵥ r) ⬝ᵥ (M *ᵥ r))))
      (2 * (r ⬝ᵥ M *ᵥ r)) 0 := by
    refine ((((hasDerivAt_id' (0 : ℝ)).mul_const _).fun_add
      (((hasDerivAt_id' (0 : ℝ)).fun_pow 2).mul_const _)).const_add _).congr_deriv ?_
    simp
  have hgd := ((hg i j hij).differentiableAt (Ioi_mem_nhds hpos)).hasDerivAt
  have h := HasDerivAt.comp_of_eq (0 : ℝ) hgd hs (by simp)
  exact h.congr_deriv (by ring)
```

Symmetry holds term by term. For the contraction, $\langle r,Mr\rangle$ is written out in its three components and the terms are matched.

```lean
/-- The virial tensor is symmetric and, for pair functions differentiable at positive argument
and atoms at distinct positions, its contraction with `M` is the rate of energy change at `t = 0`
under the strain `1 + t M`. -/
theorem virialStress_symm_and_hasDerivAt {g : Fin N → Fin N → ℝ → ℝ} {x : Config N}
    (hg : ∀ i j, i < j → DifferentiableOn ℝ (g i j) (Set.Ioi 0)) (hx : Function.Injective x) :
    (virialStress g x).IsSymm ∧ ∀ M : Matrix (Fin 3) (Fin 3) ℝ,
      HasDerivAt (fun t => energy g (strain M t x))
        (∑ a, ∑ b, virialStress g x a b * M a b) 0 := by
  constructor
  · refine Matrix.IsSymm.ext fun a b => ?_
    simp only [virialStress, Matrix.of_apply]
    exact Finset.sum_congr rfl fun i _ => Finset.sum_congr rfl fun j _ => by ring
  · intro M
    refine (hasDerivAt_strain hg hx M).congr_deriv ?_
    simp only [virialStress, Matrix.of_apply, Matrix.mulVec, dotProduct, Fin.sum_univ_three,
      Finset.sum_mul, ← Finset.sum_add_distrib]
    exact Finset.sum_congr rfl fun i _ => Finset.sum_congr rfl fun j _ => by ring
```

An antisymmetric $M$ generates a rotation, but $1+tM$ agrees with that rotation only to first order in $t$. The theorem accordingly concerns the derivative at $t=0$. In the proof, `hr` shows that the quadratic form vanishes.

```lean
/-- For pair functions differentiable at positive argument and atoms at distinct positions,
an infinitesimal rotation (antisymmetric `M`) does not change the energy to first order. -/
theorem hasDerivAt_rotation {g : Fin N → Fin N → ℝ → ℝ} {x : Config N}
    (hg : ∀ i j, i < j → DifferentiableOn ℝ (g i j) (Set.Ioi 0)) (hx : Function.Injective x)
    {M : Matrix (Fin 3) (Fin 3) ℝ} (hM : Mᵀ = -M) :
    HasDerivAt (fun t => energy g (strain M t x)) 0 0 := by
  have h : ∀ a b, M b a = -M a b := fun a b => congrFun (congrFun hM a) b
  have hr : ∀ r : Fin 3 → ℝ, r ⬝ᵥ M *ᵥ r = 0 := by
    intro r
    simp only [Matrix.mulVec, dotProduct, Fin.sum_univ_three]
    linear_combination (r 0 ^ 2 / 2) * h 0 0 + (r 1 ^ 2 / 2) * h 1 1 + (r 2 ^ 2 / 2) * h 2 2
      + r 0 * r 1 * h 0 1 + r 0 * r 2 * h 0 2 + r 1 * r 2 * h 1 2
  exact (hasDerivAt_strain hg hx M).congr_deriv (by simp [hr])
```

For the London energy, `hd` computes $g_{ij}'$, and the pair formula is applied with $M=1$. The last lines are the cancellation of one power of $s$. No sign is assumed for the constants `C`.

```lean
/-- For atoms at distinct positions with pair energies `-C_ij / r^6`, the energy changes under the
uniform dilation `1 + t` at the rate `-6 E` at `t = 0`. -/
theorem london_dilation (C : Fin N → Fin N → ℝ) {x : Config N} (hx : Function.Injective x) :
    HasDerivAt (fun t => energy (london C) (strain 1 t x)) (-6 * energy (london C) x) 0 := by
  have hd : ∀ i j (s : ℝ), 0 < s → HasDerivAt (london C i j) (3 * C i j / s ^ 4) s := by
    intro i j s hs
    refine ((hasDerivAt_const s (-C i j)).fun_div (hasDerivAt_pow 3 s)
      (pow_ne_zero 3 hs.ne')).congr_deriv ?_
    rw [div_eq_div_iff (by positivity) (by positivity)]
    simp only [Nat.reduceSub, Nat.cast_ofNat]
    ring
  refine (hasDerivAt_strain (fun i j _ s hs =>
    (hd i j s hs).differentiableAt.differentiableWithinAt) hx 1).congr_deriv ?_
  simp only [energy, Finset.mul_sum, Matrix.one_mulVec]
  refine Finset.sum_congr rfl fun i _ => Finset.sum_congr rfl fun j hj => ?_
  have hs := sqDist_pos hx (Finset.mem_Ioi.mp hj).ne
  rw [(hd i j _ hs).deriv]
  generalize sep x i j ⬝ᵥ sep x i j = s at hs ⊢
  have h : 3 * C i j / s ^ 4 * s = 3 * C i j / s ^ 3 := by field_simp
  simp only [london]
  linear_combination 2 * h

end

end PairPotentialLattice
```

```lean
#print axioms PairPotentialLattice.acoustic_sum_rule
#print axioms PairPotentialLattice.virialStress_symm_and_hasDerivAt
#print axioms PairPotentialLattice.hasDerivAt_rotation
#print axioms PairPotentialLattice.london_dilation
```

```
'PairPotentialLattice.acoustic_sum_rule' depends on axioms: [propext, Classical.choice, Quot.sound]
'PairPotentialLattice.virialStress_symm_and_hasDerivAt' depends on axioms: [propext, Classical.choice, Quot.sound]
'PairPotentialLattice.hasDerivAt_rotation' depends on axioms: [propext, Classical.choice, Quot.sound]
'PairPotentialLattice.london_dilation' depends on axioms: [propext, Classical.choice, Quot.sound]
```
